# Temperature derivative of the isothermal bulk modulus along a volume path

Let a solid have pressure $P(V,T)$, and let its volume follow a differentiable path $V(T)$. At a state with $V>0$ and $P_V<0$, where $P$ is twice continuously differentiable,

$$\frac{d}{dT}B(V(T),T)=B_T-\alpha BB',\qquad B=-VP_V,\quad \alpha=\frac{V'(T)}{V},\quad B'=\frac{B_V}{P_V}.$$

A heated crystal changes its stiffness in two ways: directly, at fixed volume, and through its expansion. The two terms separate these effects. Subscripts denote partial derivatives, so $B_T$ is $(\partial B/\partial T)_V$, not the isothermal bulk modulus that some textbooks write this way.

The identity holds on any differentiable path. Constant pressure is needed only later, to identify $\alpha$ with the thermal expansion coefficient.

In Lean 4 with Mathlib:

```lean
import Mathlib

open Filter Topology

namespace QuasiHarmonicBulkModulus

noncomputable section
```

## State functions and the path

A state is a pair $(V,T)$ of real numbers, and $P$ is a function `ℝ × ℝ → ℝ`. The derivative $f_V$ varies the first entry with the second held fixed.

```lean
/-- Derivative of a function of state `f (V, T)` in the volume at fixed temperature. -/
def partialV (f : ℝ × ℝ → ℝ) (x : ℝ × ℝ) : ℝ := deriv (fun v => f (v, x.2)) x.1
```

The derivative $f_T$ does the opposite.

```lean
/-- Derivative of a function of state `f (V, T)` in the temperature at fixed volume. -/
def partialT (f : ℝ × ℝ → ℝ) (x : ℝ × ℝ) : ℝ := deriv (fun t => f (x.1, t)) x.2
```

The isothermal bulk modulus is $B=-VP_V$. The condition $P_V<0$ says that isothermal compression raises the pressure; with $V>0$ it gives $B>0$.

```lean
/-- Isothermal bulk modulus `B = -V P_V` of the equation of state `P (V, T)`. -/
def bulkModulus (P : ℝ × ℝ → ℝ) (x : ℝ × ℝ) : ℝ := -x.1 * partialV P x
```

At fixed temperature, $dB/dP=B_V/P_V$. This quotient is taken as the definition of $B'$, so the prime denotes a pressure derivative.

```lean
/-- Pressure derivative `B' = B_V / P_V` of the bulk modulus at fixed temperature,
for states with `P_V ≠ 0`. -/
def bulkModulusPrime (P : ℝ × ℝ → ℝ) (x : ℝ × ℝ) : ℝ :=
  partialV (bulkModulus P) x / partialV P x
```

The letter $\alpha$ first stands for the relative rate of volume change along the chosen path.

```lean
/-- Relative rate of volume change `V'(T) / V(T)` along a path, for `V(T) ≠ 0`. -/
def pathExpansion (V : ℝ → ℝ) (T : ℝ) : ℝ := deriv V T / V T
```

A second quantity, $P_T/B$, depends only on the equation of state. The two agree on an isobar, as shown below.

```lean
/-- The function of state `P_T / B`, for states with `B ≠ 0`. -/
def expansivity (P : ℝ × ℝ → ℝ) (x : ℝ × ℝ) : ℝ := partialT P x / bulkModulus P x
```

## The chain rule for a state function

If $f$ is differentiable, its total derivative $Df$ gives $f_V=Df(1,0)$ and $f_T=Df(0,1)$. The proof composes $f$ with the lines $u\mapsto(u,T)$ and $u\mapsto(V,u)$.

```lean
/-- The two partial derivatives of a differentiable function of state are its total
derivative in the volume and temperature directions. -/
theorem partials_eq_fderiv {f : ℝ × ℝ → ℝ} {v t : ℝ} (hf : DifferentiableAt ℝ f (v, t)) :
    partialV f (v, t) = fderiv ℝ f (v, t) (1, 0) ∧
      partialT f (v, t) = fderiv ℝ f (v, t) (0, 1) := by
  constructor
  · have h := HasFDerivAt.comp_hasDerivAt (f := fun u : ℝ => (u, t)) v hf.hasFDerivAt
      ((hasDerivAt_id' v).prodMk (hasDerivAt_const v t))
    exact h.deriv
  · have h := HasFDerivAt.comp_hasDerivAt (f := fun u : ℝ => (v, u)) t hf.hasFDerivAt
      ((hasDerivAt_const t v).prodMk (hasDerivAt_id' t))
    exact h.deriv
```

The path $t\mapsto(V(t),t)$ has velocity $(V',1)=V'(1,0)+(0,1)$. By linearity of $Df$,

$$\frac{d}{dT}f(V(T),T)=f_VV'+f_T.$$

`HasDerivAt` states that the derivative exists and has this value.

```lean
/-- Chain rule: along a differentiable path `V(T)` a differentiable function of state
changes at the rate `f_V V' + f_T`. -/
theorem hasDerivAt_along {f : ℝ × ℝ → ℝ} {V : ℝ → ℝ} {T : ℝ}
    (hf : DifferentiableAt ℝ f (V T, T)) (hV : DifferentiableAt ℝ V T) :
    HasDerivAt (fun t => f (V t, t))
      (partialV f (V T, T) * deriv V T + partialT f (V T, T)) T := by
  have h := HasFDerivAt.comp_hasDerivAt (f := fun s : ℝ => (V s, s)) T hf.hasFDerivAt
    (hV.hasDerivAt.prodMk (hasDerivAt_id' T))
  refine h.congr_deriv ?_
  -- split the velocity of the path into its volume and temperature parts
  have e : ((deriv V T, 1) : ℝ × ℝ) = deriv V T • ((1, 0) : ℝ × ℝ) + (0, 1) := by simp
  rw [(partials_eq_fderiv hf).1, (partials_eq_fderiv hf).2, e, map_add, map_smul,
    smul_eq_mul]
  ring
```

## Differentiability of the bulk modulus

Since $B$ contains $P_V$, the chain rule for $B$ needs second derivatives of $P$. Near the state, $P_V=DP(1,0)$ and $P_T=DP(0,1)$. As $DP$ is differentiable there, so are both partial derivatives.

```lean
/-- For a twice continuously differentiable equation of state, `P_V` and `P_T` are
differentiable, with derivatives given by the second derivative of `P`. -/
theorem hasFDerivAt_partials {P : ℝ × ℝ → ℝ} {x : ℝ × ℝ} (hP : ContDiffAt ℝ 2 P x) :
    HasFDerivAt (partialV P) ((ContinuousLinearMap.apply ℝ ℝ ((1, 0) : ℝ × ℝ)).comp
        (fderiv ℝ (fderiv ℝ P) x)) x ∧
      HasFDerivAt (partialT P) ((ContinuousLinearMap.apply ℝ ℝ ((0, 1) : ℝ × ℝ)).comp
        (fderiv ℝ (fderiv ℝ P) x)) x := by
  have h1 : ContDiffAt ℝ 1 (fderiv ℝ P) x := hP.fderiv_right (by norm_num)
  have hd := (h1.differentiableAt (by simp)).hasFDerivAt
  have hev : ∀ᶠ y in 𝓝 x, DifferentiableAt ℝ P y :=
    (hP.eventually (by simp)).mono fun y hy => hy.differentiableAt (by simp)
  constructor
  · exact ((ContinuousLinearMap.apply ℝ ℝ ((1, 0) : ℝ × ℝ)).hasFDerivAt.comp x
      hd).congr_of_eventuallyEq (hev.mono fun y hy => (partials_eq_fderiv hy).1)
  · exact ((ContinuousLinearMap.apply ℝ ℝ ((0, 1) : ℝ × ℝ)).hasFDerivAt.comp x
      hd).congr_of_eventuallyEq (hev.mono fun y hy => (partials_eq_fderiv hy).2)
```

The second derivative is symmetric, hence $P_{VT}=P_{TV}$.

```lean
/-- The mixed derivatives of a twice continuously differentiable equation of state
agree: `P_VT = P_TV`. -/
theorem mixed_partials {P : ℝ × ℝ → ℝ} {v t : ℝ} (hP : ContDiffAt ℝ 2 P (v, t)) :
    partialT (partialV P) (v, t) = partialV (partialT P) (v, t) := by
  obtain ⟨hv, ht⟩ := hasFDerivAt_partials hP
  rw [(partials_eq_fderiv hv.differentiableAt).2, (partials_eq_fderiv ht.differentiableAt).1,
    hv.fderiv, ht.fderiv]
  exact (hP.isSymmSndFDerivAt (by simp)).eq (0, 1) (1, 0)
```

The product $B=-VP_V$ is therefore differentiable.

```lean
/-- The bulk modulus of a twice continuously differentiable equation of state is a
differentiable function of state. -/
theorem differentiableAt_bulkModulus {P : ℝ × ℝ → ℝ} {x : ℝ × ℝ}
    (hP : ContDiffAt ℝ 2 P x) : DifferentiableAt ℝ (bulkModulus P) x :=
  differentiableAt_fst.neg.mul (hasFDerivAt_partials hP).1.differentiableAt
```

## Direct and expansion contributions

The chain rule gives $dB/dT=B_VV'+B_T$. From the definitions, $B_V=B'P_V=-BB'/V$, so

$$B_VV'=-\frac{V'}{V}BB'=-\alpha BB'.$$

In the theorem, `hP` is the smoothness of $P$ at the state, `hV` the differentiability of the path, and `hpos` and `hstab` are $V>0$ and $P_V<0$. After the definitions are unfolded, `field_simp` and `ring` carry out this substitution.

```lean
/-- Along a differentiable path `V(T)`, at a state with `V > 0` and `P_V < 0` of a twice
continuously differentiable equation of state, the bulk modulus changes with temperature
at the rate `B_T - α B B'`, where `α = V'/V`. -/
theorem hasDerivAt_bulkModulus {P : ℝ × ℝ → ℝ} {V : ℝ → ℝ} {T : ℝ}
    (hP : ContDiffAt ℝ 2 P (V T, T)) (hV : DifferentiableAt ℝ V T)
    (hpos : 0 < V T) (hstab : partialV P (V T, T) < 0) :
    HasDerivAt (fun t => bulkModulus P (V t, t))
      (partialT (bulkModulus P) (V T, T)
        - pathExpansion V T * bulkModulus P (V T, T) * bulkModulusPrime P (V T, T)) T := by
  refine (hasDerivAt_along (differentiableAt_bulkModulus hP) hV).congr_deriv ?_
  have hV0 := hpos.ne'
  have hp0 := hstab.ne
  have hB : bulkModulus P (V T, T) = -V T * partialV P (V T, T) := rfl
  -- the volume derivative of B is -B B' / V
  rw [hB, pathExpansion, bulkModulusPrime]
  field_simp
  ring
```

## Thermal expansion at constant pressure

Now let the pressure be constant for temperatures near $T$, which is the hypothesis `hiso`. Differentiating it gives $P_VV'+P_T=0$, and so

$$\alpha=\frac{V'}{V}=-\frac{P_T}{VP_V}=\frac{P_T}{B}.$$

The last proof line multiplies the differentiated condition by $-V$.

```lean
/-- If the pressure stays constant along a differentiable path `V(T)`, then at a state with
`V > 0` and `P_V < 0` of a differentiable equation of state, `V'/V = P_T / B`. -/
theorem pathExpansion_of_isobar {P : ℝ × ℝ → ℝ} {V : ℝ → ℝ} {T : ℝ}
    (hP : DifferentiableAt ℝ P (V T, T)) (hV : DifferentiableAt ℝ V T)
    (hpos : 0 < V T) (hstab : partialV P (V T, T) < 0)
    (hiso : ∀ᶠ t in 𝓝 T, P (V t, t) = P (V T, T)) :
    pathExpansion V T = expansivity P (V T, T) := by
  -- the total temperature derivative of the pressure vanishes
  have h0 : partialV P (V T, T) * deriv V T + partialT P (V T, T) = 0 :=
    (hasDerivAt_along hP hV).unique
      ((hasDerivAt_const T (P (V T, T))).congr_of_eventuallyEq hiso)
  have hB : bulkModulus P (V T, T) = -V T * partialV P (V T, T) := rfl
  have hB0 : -V T * partialV P (V T, T) ≠ 0 :=
    mul_ne_zero (neg_ne_zero.mpr hpos.ne') hstab.ne
  rw [pathExpansion, expansivity, hB, div_eq_div_iff hpos.ne' hB0]
  linear_combination (-V T) * h0
```

## Pressure dependence of the expansivity

For $\alpha=P_T/B$ as a state function, the quotient rule at fixed temperature gives

$$\frac{\alpha_V}{P_V}=\frac{P_{TV}B-P_TB_V}{B^2P_V}.$$

Differentiating $B=-VP_V$ at fixed volume gives $B_T=-VP_{VT}$. Equality of the mixed derivatives then yields $P_{TV}/P_V=B_T/B$. With $P_T=\alpha B$,

$$\frac{\alpha_V}{P_V}=\frac{B_T-\alpha BB'}{B^2}.$$

The left side is $(\partial\alpha/\partial P)_T$, again written as a quotient of volume derivatives.

```lean
/-- At a state with `V > 0` and `P_V < 0` of a twice continuously differentiable equation of
state, the pressure derivative of `α = P_T / B` at fixed temperature is
`(B_T - α B B') / B²`. -/
theorem expansivity_pressure_derivative {P : ℝ × ℝ → ℝ} {v t : ℝ}
    (hP : ContDiffAt ℝ 2 P (v, t)) (hpos : 0 < v) (hstab : partialV P (v, t) < 0) :
    partialV (expansivity P) (v, t) / partialV P (v, t) =
      (partialT (bulkModulus P) (v, t)
        - expansivity P (v, t) * bulkModulus P (v, t) * bulkModulusPrime P (v, t))
        / bulkModulus P (v, t) ^ 2 := by
  have hv0 := hpos.ne'
  have hp0 := hstab.ne
  have hB : bulkModulus P (v, t) = -v * partialV P (v, t) := rfl
  have hB0 : bulkModulus P (v, t) ≠ 0 := hB ▸ mul_ne_zero (neg_ne_zero.mpr hv0) hp0
  have hs : DifferentiableAt ℝ (fun u : ℝ => (u, t)) v := by fun_prop
  have h1 : DifferentiableAt ℝ (fun u => partialT P (u, t)) v :=
    DifferentiableAt.comp (f := fun u : ℝ => (u, t)) v
      (hasFDerivAt_partials hP).2.differentiableAt hs
  have h2 : DifferentiableAt ℝ (fun u => bulkModulus P (u, t)) v :=
    DifferentiableAt.comp (f := fun u : ℝ => (u, t)) v (differentiableAt_bulkModulus hP) hs
  -- quotient rule for P_T / B at fixed temperature
  have hq : partialV (expansivity P) (v, t) =
      (partialV (partialT P) (v, t) * bulkModulus P (v, t)
        - partialT P (v, t) * partialV (bulkModulus P) (v, t)) / bulkModulus P (v, t) ^ 2 :=
    (h1.hasDerivAt.fun_div h2.hasDerivAt hB0).deriv
  have hT : partialT (bulkModulus P) (v, t) = -v * partialT (partialV P) (v, t) := by
    simp only [partialT, bulkModulus, deriv_const_mul_field]
  rw [hq, hT, mixed_partials hP, expansivity, bulkModulusPrime, hB]
  field_simp
```

On an isobar the two meanings of $\alpha$ coincide, so the numerator is the rate found earlier:

$$\left(\frac{\partial B}{\partial T}\right)_P=B^2\left(\frac{\partial\alpha}{\partial P}\right)_T.$$

```lean
/-- At constant pressure the bulk modulus changes with temperature at the rate
`B² (∂α/∂P)_T`, where `α = P_T / B`, for a twice continuously differentiable equation of
state and a differentiable `V(T)`, at a state with `V > 0` and `P_V < 0`. -/
theorem hasDerivAt_bulkModulus_isobar {P : ℝ × ℝ → ℝ} {V : ℝ → ℝ} {T : ℝ}
    (hP : ContDiffAt ℝ 2 P (V T, T)) (hV : DifferentiableAt ℝ V T)
    (hpos : 0 < V T) (hstab : partialV P (V T, T) < 0)
    (hiso : ∀ᶠ t in 𝓝 T, P (V t, t) = P (V T, T)) :
    HasDerivAt (fun t => bulkModulus P (V t, t))
      (bulkModulus P (V T, T) ^ 2 *
        (partialV (expansivity P) (V T, T) / partialV P (V T, T))) T := by
  refine (hasDerivAt_bulkModulus hP hV hpos hstab).congr_deriv ?_
  have hB0 : bulkModulus P (V T, T) ≠ 0 :=
    mul_ne_zero (neg_ne_zero.mpr hpos.ne') hstab.ne
  have key : ∀ a b : ℝ, b ≠ 0 → a = b ^ 2 * (a / b ^ 2) := fun a b hb => by field_simp
  rw [expansivity_pressure_derivative hP hpos hstab,
    pathExpansion_of_isobar (hP.differentiableAt (by simp)) hV hpos hstab hiso]
  exact key _ _ hB0
```

## The Anderson–Grüneisen parameter

The isothermal Anderson–Grüneisen parameter is the isobaric rate divided by $-\alpha B=-P_T$. The adiabatic parameter, which uses the adiabatic bulk modulus instead, is not treated here. The division gives

$$-\frac{1}{\alpha B}\left(\frac{\partial B}{\partial T}\right)_P=B'-\frac{B_T}{P_T}.$$

The condition $P_T\ne0$ excludes states where the thermal expansion vanishes, as it does when $\alpha$ changes sign.

```lean
/-- The Anderson-Grüneisen parameter `-(∂B/∂T)_P / (α B)` equals `B' - B_T / P_T`, for a twice
continuously differentiable equation of state and a differentiable `V(T)` at constant
pressure, at a state with `V > 0`, `P_V < 0` and `P_T ≠ 0`. -/
theorem andersonGruneisen {P : ℝ × ℝ → ℝ} {V : ℝ → ℝ} {T : ℝ}
    (hP : ContDiffAt ℝ 2 P (V T, T)) (hV : DifferentiableAt ℝ V T)
    (hpos : 0 < V T) (hstab : partialV P (V T, T) < 0)
    (hiso : ∀ᶠ t in 𝓝 T, P (V t, t) = P (V T, T)) (hT : partialT P (V T, T) ≠ 0) :
    -deriv (fun t => bulkModulus P (V t, t)) T
        / (pathExpansion V T * bulkModulus P (V T, T)) =
      bulkModulusPrime P (V T, T)
        - partialT (bulkModulus P) (V T, T) / partialT P (V T, T) := by
  have hB0 : bulkModulus P (V T, T) ≠ 0 :=
    mul_ne_zero (neg_ne_zero.mpr hpos.ne') hstab.ne
  -- on the isobar, α B is the thermal pressure coefficient P_T
  have hα : pathExpansion V T * bulkModulus P (V T, T) = partialT P (V T, T) := by
    rw [pathExpansion_of_isobar (hP.differentiableAt (by simp)) hV hpos hstab hiso,
      expansivity, div_mul_cancel₀ _ hB0]
  rw [(hasDerivAt_bulkModulus hP hV hpos hstab).deriv, hα]
  field_simp
  ring

end

end QuasiHarmonicBulkModulus
```

```lean
#print axioms QuasiHarmonicBulkModulus.hasDerivAt_bulkModulus
-- 'QuasiHarmonicBulkModulus.hasDerivAt_bulkModulus' depends on axioms: [propext, Classical.choice, Quot.sound]
#print axioms QuasiHarmonicBulkModulus.hasDerivAt_bulkModulus_isobar
-- 'QuasiHarmonicBulkModulus.hasDerivAt_bulkModulus_isobar' depends on axioms: [propext, Classical.choice, Quot.sound]
#print axioms QuasiHarmonicBulkModulus.andersonGruneisen
-- 'QuasiHarmonicBulkModulus.andersonGruneisen' depends on axioms: [propext, Classical.choice, Quot.sound]
```

## An isobar with numbers

In dimensionless units take $P=3/V^2+T/V$ at $V=T=1$, on the isobar $P=4$. This equation of state is chosen for easy arithmetic, not as a model of a crystal: its pressure is positive at every volume, so nothing holds it together at zero pressure. Then $B=6/V^2+T/V=7$, $P_V=-7$, $B_V=-13$ and $B'=13/7$. Also $P_T=B_T=1$, so $\alpha=1/7$ and

$$B_T-\alpha BB'=1-\frac{13}{7}=-\frac67.$$

Directly, $B=2P-T/V=8-T/V$ on this isobar. Its derivative is $-1/V+TV'/V^2=-1+1/7=-6/7$. The Anderson–Grüneisen parameter is $6/7$.

## The two terms in a quasi-harmonic calculation

A quasi-harmonic calculation obtains phonon frequencies at several volumes and adds the vibrational free energy to the static energy, giving $F(V,T)$. A fit in $V$ at each temperature supplies $P=-F_V$, $B=VF_{VV}$ and $B'$; solving for the required pressure gives $V(T)$, and hence $\alpha$. Comparing $VF_{VV}$ from fits at neighbouring temperatures, at the same volume, gives $B_T$. The product $-\alpha BB'$ is then the part of the change in stiffness due to expansion.

The identity thus splits the computed softening of a crystal under hydrostatic pressure whose state is fixed by volume and temperature alone. The step from the theorems to a real crystal is the assumption that the quasi-harmonic $F$ describes it and yields a sufficiently smooth $P(V,T)$; the theorems take $P$ as given and use no phonon model.
